# Reflecting a pure state through the maximally mixed state gives no state when n ≥ 3

**A:** Let $P$ be a rank-one Hermitian projector on $\mathbb{C}^n$ and put $M = \frac{2}{n} I - P$. For $n \ge 3$ the matrix $M$ is Hermitian with $\operatorname{tr} M = 1$ and $\operatorname{tr} M^2 = 1$, as for a pure state, yet it is not positive semidefinite.

**Q:** What has this to do with the Bloch ball? And can you show it without a computer?

**A:** For a qubit, $\rho = \frac12(I + \mathbf r\cdot\boldsymbol\sigma)$, where $\mathbf r$ is the Bloch vector and $\boldsymbol\sigma$ is the vector of Pauli matrices, and $\rho \mapsto I - \rho$ sends $\mathbf r$ to $-\mathbf r$. In dimension $n$ the same reflection through $I/n$ is $\rho \mapsto \frac{2}{n} I - \rho$. If the set of all states were a ball centred at $I/n$, it would contain the reflection of every state, pure states included.

For the calculation, first take $\operatorname{tr} P = 1$, which is derived below. Then $\operatorname{tr} M = 2 - 1 = 1$. Since $P^2 = P$,
$$M^2 = \frac{4}{n^2} I - \frac{4}{n} P + P, \qquad \operatorname{tr} M^2 = \frac4n - \frac4n + 1 = 1.$$
If $M$ were a state, the probability of finding it in $P$ would be
$$\operatorname{tr}(PM) = \frac2n \operatorname{tr} P - \operatorname{tr} P = \frac2n - 1,$$
which is negative for $n \ge 3$. But if $M$ is positive semidefinite, so is $PMP$, and its trace $\operatorname{tr}(PMP) = \operatorname{tr}(PM)$ cannot be negative. So $M$ is not positive semidefinite.

**Q:** Give me numbers.

**A:** Take $n = 3$ and $P = \operatorname{diag}(1,0,0)$. Then $M = \operatorname{diag}(-\frac13, \frac23, \frac23)$. The trace is $1$, the squares add to $\frac19 + \frac49 + \frac49 = 1$, and the "probability" of the first level is $-\frac13$.

**Q:** Now the formal version. I think of a pure state as a normalised ket. Where is it?

**A:** The ket is replaced by its projector $|\psi\rangle\langle\psi|$, which removes the arbitrary phase. `IsPureProjector P` asks for three properties: $P$ is Hermitian, $P^2 = P$, and its matrix rank is one. The type `Matrix (Fin n) (Fin n) ℂ` fixes an $n$-level system in a chosen orthonormal basis.

In Lean 4 with Mathlib:

```lean
import Mathlib

open Matrix
open scoped ComplexOrder

namespace BlochAntipode

noncomputable section

/-- A pure state of an `n`-level system, given as a Hermitian projector of rank one. -/
structure IsPureProjector {n : ℕ} (P : Matrix (Fin n) (Fin n) ℂ) : Prop where
  hermitian : P.IsHermitian
  idem : P * P = P
  rank_one : P.rank = 1
```

The reflected matrix $M$ is `antipode P`. The definition accepts any square matrix, so it assumes nothing about positivity.

```lean
/-- The antipode `(2/n) I - ρ` of a matrix `ρ` on `ℂⁿ`. -/
def antipode {n : ℕ} (ρ : Matrix (Fin n) (Fin n) ℂ) : Matrix (Fin n) (Fin n) ℂ :=
  (2 / (n : ℂ)) • (1 : Matrix (Fin n) (Fin n) ℂ) - ρ
```

**Q:** Does anything satisfy your three conditions, or is the theorem about an empty set?

**A:** Every basis state satisfies them. The diagonal matrix with a single $1$ in position $i$ is Hermitian and idempotent entry by entry, and its rank is the number of nonzero diagonal entries, which is one.

```lean
/-- The projector onto any basis state of an `n`-level system is a rank-one Hermitian
projector. -/
theorem isPureProjector_witness {n : ℕ} (i : Fin n) :
    IsPureProjector (Matrix.diagonal (Pi.single i (1 : ℂ))) := by
  refine ⟨?_, ?_, ?_⟩
  · ext a b
    by_cases hab : a = b
    · subst hab
      by_cases ha : a = i <;> simp [ha]
    · have hba : b ≠ a := fun h => hab h.symm
      simp [hab, hba]
  · rw [Matrix.diagonal_mul_diagonal]
    congr 1
    funext a
    by_cases ha : a = i <;> simp [ha]
  · rw [Matrix.rank_diagonal, Fintype.card_eq_one_iff]
    refine ⟨⟨i, by simp⟩, fun ⟨j, hj⟩ => Subtype.ext ?_⟩
    by_contra h
    have h' : j ≠ i := h
    exact hj (Pi.single_eq_of_ne h' _)
```

**Q:** You never required $\operatorname{tr} P = 1$. Isn't normalisation missing?

**A:** It follows. Rank one means that the range of $P$ is spanned by one nonzero vector $v$, so column $j$ is a multiple of it: $P_{ij} = c_j v_i$. As $v$ lies in the range and $P^2 = P$, we have $Pv = v$. Choose $i$ with $v_i \ne 0$. Then
$$(\operatorname{tr} P)\, v_i = \sum_j c_j v_j v_i = \sum_j P_{ij} v_j = v_i,$$
and cancelling $v_i$ gives $\operatorname{tr} P = 1$. In the code $c_j$ is `c (Pi.single j 1)`, `hent` is the formula for the entries, and `mul_right_cancel₀` does the cancellation. Hermiticity plays no part here.

```lean
/-- A rank-one Hermitian projector has trace one. -/
theorem IsPureProjector.trace_eq_one {n : ℕ} {P : Matrix (Fin n) (Fin n) ℂ}
    (hP : IsPureProjector P) : P.trace = 1 := by
  have hr : Module.finrank ℂ (LinearMap.range P.mulVecLin) = 1 := hP.rank_one
  -- the range is spanned by a single vector `v`
  obtain ⟨⟨v, hv⟩, hv0, hspan⟩ := finrank_eq_one_iff'.mp hr
  have hv0' : v ≠ 0 := fun h => hv0 (Subtype.ext h)
  have hcol : ∀ w : Fin n → ℂ, ∃ c : ℂ, P *ᵥ w = c • v := fun w => by
    obtain ⟨c, hc⟩ := hspan ⟨P *ᵥ w, ⟨w, rfl⟩⟩
    exact ⟨c, (congrArg Subtype.val hc).symm⟩
  choose c hc using hcol
  -- the projector leaves `v` unchanged
  have hPv : P *ᵥ v = v := by
    obtain ⟨w, hw⟩ := hv
    have hw' : P *ᵥ w = v := hw
    rw [← hw', Matrix.mulVec_mulVec, hP.idem]
  have hent : ∀ i j, P i j = c (Pi.single j 1) * v i := fun i j => by
    have h := congrFun (hc (Pi.single j 1)) i
    simpa using h
  obtain ⟨i, hi⟩ := Function.ne_iff.mp hv0'
  have hi' : v i ≠ 0 := hi
  have hrow : ∑ j, P i j * v j = v i := congrFun hPv i
  apply mul_right_cancel₀ hi'
  rw [one_mul]
  have hsum : P.trace * v i = ∑ j, P i j * v j := by
    simp only [Matrix.trace, Matrix.diag_apply, Finset.sum_mul]
    refine Finset.sum_congr rfl fun j _ => ?_
    rw [hent j j, hent i j]
    ring
  exact hsum.trans hrow
```

**Q:** And how do I know that `antipode` really is the reflection you described?

**A:** That is a lemma of its own: the deviation of `antipode ρ` from $I/n$ is minus the deviation of $\rho$. The proof splits $2/n$ into $1/n + 1/n$ and rearranges.

```lean
/-- Passing to the antipode reverses the deviation from the maximally mixed state `I/n`. -/
theorem antipode_sub_mixed {n : ℕ} (ρ : Matrix (Fin n) (Fin n) ℂ) :
    antipode ρ - (1 / (n : ℂ)) • (1 : Matrix (Fin n) (Fin n) ℂ)
      = -(ρ - (1 / (n : ℂ)) • (1 : Matrix (Fin n) (Fin n) ℂ)) := by
  have h : (2 / (n : ℂ)) = 1 / (n : ℂ) + 1 / (n : ℂ) := by ring
  rw [antipode, h, add_smul]
  abel
```

**Q:** Does the purity $\operatorname{tr}\rho^2$ survive only for pure states?

**A:** It survives for every matrix $\rho$ of trace one. With $c = 2/n$, so that $cn = 2$,
$$\operatorname{tr}(cI - \rho)^2 = c^2 n - 2c + \operatorname{tr}\rho^2 = \operatorname{tr}\rho^2.$$
The proof records $cn = 2$ as `hc`, expands the square in `hsq`, and closes both trace identities with `linear_combination`.

```lean
/-- If `ρ` has trace one, then its antipode has trace one and the same purity `tr ρ²`. -/
theorem antipode_trace_and_purity {n : ℕ} {ρ : Matrix (Fin n) (Fin n) ℂ}
    (hρ : ρ.trace = 1) :
    (antipode ρ).trace = 1 ∧ (antipode ρ * antipode ρ).trace = (ρ * ρ).trace := by
  have hn : (n : ℂ) ≠ 0 := by
    rw [Nat.cast_ne_zero]
    rintro rfl
    simp [Matrix.trace] at hρ
  have hc : 2 / (n : ℂ) * n = 2 := div_mul_cancel₀ 2 hn
  unfold antipode
  generalize 2 / (n : ℂ) = c at hc ⊢
  constructor
  · simp only [Matrix.trace_sub, Matrix.trace_smul, Matrix.trace_one, Fintype.card_fin,
      smul_eq_mul, hρ]
    linear_combination hc
  · -- expand the square before taking the trace
    have hsq : (c • (1 : Matrix (Fin n) (Fin n) ℂ) - ρ) * (c • 1 - ρ)
        = (c * c) • (1 : Matrix (Fin n) (Fin n) ℂ) - (2 * c) • ρ + ρ * ρ := by
      simp only [sub_mul, mul_sub, smul_mul_assoc, mul_smul_comm, one_mul, mul_one]
      module
    rw [hsq]
    simp only [Matrix.trace_add, Matrix.trace_sub, Matrix.trace_smul, Matrix.trace_one,
      Fintype.card_fin, smul_eq_mul, hρ]
    linear_combination c * hc
```

The overlap is the short calculation from before, using $P^2 = P$ and $\operatorname{tr} P = 1$.

```lean
/-- The overlap `tr(P M)` of a pure state `P` with its antipode `M` equals `2/n - 1`. -/
theorem overlap_antipode {n : ℕ} {P : Matrix (Fin n) (Fin n) ℂ}
    (hP : IsPureProjector P) : (P * antipode P).trace = 2 / (n : ℂ) - 1 := by
  have h : P * antipode P = (2 / (n : ℂ)) • P - P := by
    rw [antipode, mul_sub, mul_smul_comm, mul_one, hP.idem]
  rw [h, Matrix.trace_sub, Matrix.trace_smul, hP.trace_eq_one, smul_eq_mul, mul_one]
```

**Q:** Why should qubits escape? A negative overlap for $n \ge 3$ doesn't show that $n = 2$ works.

**A:** The next theorem settles both directions: $M$ is positive semidefinite exactly when $n \le 2$. For the converse, $I - P$ is Hermitian and idempotent, so $I - P = (I-P)^\dagger (I-P)$ is positive semidefinite. For $n = 2$, $M$ is $I - P$, the projector onto the orthogonal state. In the smallest case, $n = 1$, we have $M = I + (I - P)$, a sum of positive semidefinite matrices; there $P = I$, so $M = P$ and the reflection moves nothing.

In the forward direction, `conjTranspose_mul_mul_same` supplies the positivity of $P^\dagger M P$, and cyclicity of the trace turns its trace into the overlap. That inequality is between complex numbers, so it is moved to the reals before $n \ge 3$ is shown to contradict it.

```lean
/-- The antipode of a pure state is positive semidefinite exactly when the system has at
most two levels. -/
theorem antipode_posSemidef_iff {n : ℕ} {P : Matrix (Fin n) (Fin n) ℂ}
    (hP : IsPureProjector P) : (antipode P).PosSemidef ↔ n ≤ 2 := by
  constructor
  · intro hM
    -- positivity would make the overlap with `P` nonnegative
    have h0 := (hM.conjTranspose_mul_mul_same P).trace_nonneg
    rw [hP.hermitian.eq, Matrix.trace_mul_comm, ← mul_assoc, hP.idem,
      overlap_antipode hP] at h0
    have h1 : (0 : ℂ) ≤ ((2 / (n : ℝ) - 1 : ℝ) : ℂ) := by
      push_cast
      exact h0
    have h2 : (0 : ℝ) ≤ 2 / (n : ℝ) - 1 := Complex.zero_le_real.mp h1
    by_contra hn
    have h3 : (3 : ℝ) ≤ n := by exact_mod_cast (by omega : 3 ≤ n)
    have h4 : 2 / (n : ℝ) < 1 := by
      rw [div_lt_one (by linarith)]
      linarith
    linarith
  · intro hn
    -- the complementary projector `I - P` is positive
    have hQ : (1 - P).PosSemidef := by
      have h := Matrix.posSemidef_conjTranspose_mul_self (1 - P)
      have hsq : (1 - P) * (1 - P) = 1 - P := by
        have h' : (1 - P) * (1 - P) = 1 - P - P + P * P := by noncomm_ring
        rw [h', hP.idem]
        abel
      rwa [Matrix.conjTranspose_sub, Matrix.conjTranspose_one, hP.hermitian.eq, hsq] at h
    have hn0 : n ≠ 0 := by
      rintro rfl
      have h := hP.trace_eq_one
      simp [Matrix.trace] at h
    obtain rfl | rfl : n = 1 ∨ n = 2 := by omega
    · have h : antipode P = 1 + (1 - P) := by
        have h2 : (2 / ((1 : ℕ) : ℂ)) = 1 + 1 := by norm_num
        rw [antipode, h2, add_smul, one_smul]
        abel
      rw [h]
      exact Matrix.PosSemidef.one.add hQ
    · have h : antipode P = 1 - P := by
        have h2 : (2 / ((2 : ℕ) : ℂ)) = 1 := by norm_num
        rw [antipode, h2, one_smul]
      rw [h]
      exact hQ
```

**Q:** So what exactly does the final theorem say?

**A:** `bloch_ball_fails` takes any $n \ge 3$ and any `P` with `IsPureProjector P`, and returns four facts about `antipode P`: it is Hermitian, its trace is one, the trace of its square is one, and it is not `PosSemidef`. Hermiticity holds because $2/n$ is real; the rest comes from the results above.

```lean
/-- For `n ≥ 3` and a rank-one Hermitian projector `P` on `ℂⁿ`, the matrix `(2/n) I - P` is
Hermitian with trace one and purity one, but it is not positive semidefinite. -/
theorem bloch_ball_fails {n : ℕ} (hn : 3 ≤ n) {P : Matrix (Fin n) (Fin n) ℂ}
    (hP : IsPureProjector P) :
    (antipode P).IsHermitian ∧ (antipode P).trace = 1 ∧
      (antipode P * antipode P).trace = 1 ∧ ¬ (antipode P).PosSemidef := by
  obtain ⟨htr, hpur⟩ := antipode_trace_and_purity hP.trace_eq_one
  refine ⟨?_, htr, ?_, ?_⟩
  · have hs : star (2 / (n : ℂ)) = 2 / (n : ℂ) := by simp
    rw [Matrix.IsHermitian, antipode, Matrix.conjTranspose_sub, Matrix.conjTranspose_smul,
      Matrix.conjTranspose_one, hP.hermitian.eq, hs]
  · rw [hpur, hP.idem, hP.trace_eq_one]
  · rw [antipode_posSemidef_iff hP]
    omega

end

end BlochAntipode
```

```lean
#print axioms BlochAntipode.antipode_sub_mixed
#print axioms BlochAntipode.bloch_ball_fails
```

```
'BlochAntipode.antipode_sub_mixed' depends on axioms: [propext, Classical.choice, Quot.sound]
'BlochAntipode.bloch_ball_fails' depends on axioms: [propext, Classical.choice, Quot.sound]
```

**Q:** The name promises a failed ball, but I see no Bloch vectors.

**A:** None are defined. The theorem supplies the obstruction as a matrix: the conditions of Hermiticity, unit trace and purity at most one, which suffice for a qubit, admit a non-state in every finite dimension $n \ge 3$. It does not describe the shape of the actual state space, and it does not treat infinite-dimensional systems.

**Q:** Would I ever notice this in practice?

**A:** You could in tomography by linear inversion, which does not impose positivity. For a system with finitely many levels, at least three, the reconstructed matrix can be Hermitian with unit trace and purity at most one and still predict negative probabilities. Passing those checks therefore does not establish that it is a state.
